# A Gaussian reflected through a decaying exponential potential gives a normalised spectrum whose mean lies above the vertical energy

**Q.** I have been reading the vertical energy of a repulsive state off the mean of its absorption band. What goes wrong?

**A.** In the model treated here, you get a value that is too high. Let $E$ be the energy reached on the upper state, counted from its dissociation limit: the photon energy plus the energy of the initial vibrational level on the same scale. Let the upper potential be $V(x)=A\,e^{-bx}$ with $A,b>0$, where $x$ is the displacement from the ground-state equilibrium. The vertical energy is $V(0)=A$. Let the ground-state position density $\rho$ be a centred Gaussian of standard deviation $s>0$. In the reflection approximation the mean of $E$ over the band is $A\,e^{b^2s^2/2}$. For $bs=0.5$ that is about 13% above $A$.

**Q.** And a proof assistant knows what a band is? Show me what it was told.

**A.** It was told four formulas. The first is the density,
$$\rho(x)=\frac{e^{-x^2/(2s^2)}}{s\sqrt{2\pi}}.$$

```lean
import Mathlib

open MeasureTheory Set
open scoped Real

namespace ReflectionSpectrum

noncomputable section

/-- The centred Gaussian position density of variance `s ^ 2`. -/
def groundDensity (s x : ℝ) : ℝ :=
  Real.exp (-x ^ 2 / (2 * s ^ 2)) / (s * Real.sqrt (2 * π))
```

For a harmonic ground state of reduced mass $\mu$ and frequency $\omega$, this is $|\psi_0|^2$ with $s^2=\hbar/(2\mu\omega)$. The file takes $s$ as a free positive number. The second formula is the potential, which tends to zero at large $x$, so energies are counted from the dissociation limit of the upper state.

```lean
/-- The repulsive exponential potential `V(x) = A exp(-b x)` of the upper state. -/
def repulsive (A b x : ℝ) : ℝ := A * Real.exp (-b * x)
```

Solving $V(x)=E$ for $E>0$ gives the third, the classical turning point $x_E=\ln(A/E)/b$.

```lean
/-- The position `ln(A/E)/b` assigned to the energy `E`. -/
def turningPoint (A b E : ℝ) : ℝ := Real.log (A / E) / b
```

The fourth is the spectrum. An energy interval $dE$ collects the probability in the position interval $dx=dE/|V'(x_E)|$, and $|V'(x_E)|=bV(x_E)=bE$. Hence
$$I(E)=\frac{\rho(x_E)}{bE}.$$

```lean
/-- The reflected spectrum: the position density at the turning point, divided by the absolute slope
`b E` of the potential there. -/
def spectrum (ρ : ℝ → ℝ) (A b E : ℝ) : ℝ := ρ (turningPoint A b E) / (b * E)
```

**Q.** Then the physics went in by definition. Real Franck-Condon factors are overlaps with continuum wavefunctions.

**A.** Yes, the reflection approximation is assumed here. It replaces each continuum wavefunction by a spike at its turning point. There is one coordinate, a constant transition dipole, and no photon-frequency prefactor. The approximation also ignores kinetic energy: the mean over exact Franck-Condon factors would contain the ground state's mean kinetic energy as well. What is proved concerns $I(E)$ as defined.

**Q.** Does `turningPoint` at least deserve its name? It is only a logarithm.

**A.** That is proved in both directions. Going from energy to position and back,
$$V(x_E)=A\,e^{-\ln(A/E)}=A\cdot\frac{E}{A}=E.$$

```lean
variable {A b s : ℝ}

/-- At the turning point of a positive energy `E` the potential equals `E`. -/
theorem repulsive_turningPoint (hA : 0 < A) (hb : 0 < b) {E : ℝ} (hE : 0 < E) :
    repulsive A b (turningPoint A b E) = E := by
  have e : -b * (Real.log (A / E) / b) = -Real.log (A / E) := by field_simp
  unfold repulsive turningPoint
  rw [e, Real.exp_neg, Real.exp_log (div_pos hA hE)]
  field_simp
```

Going from position to energy and back, $A/V(x)=e^{bx}$, so $\ln(A/V(x))/b=x$.

```lean
/-- The turning point of the energy `V(x)` is `x`. -/
theorem turningPoint_repulsive (hA : 0 < A) (hb : 0 < b) (x : ℝ) :
    turningPoint A b (repulsive A b x) = x := by
  have k : Real.exp (b * x) * Real.exp (-b * x) = 1 := by
    rw [← Real.exp_add]; simp
  have h : A / repulsive A b x = Real.exp (b * x) := by
    unfold repulsive
    rw [div_eq_iff (by positivity)]
    linear_combination (-A) * k
  unfold turningPoint
  rw [h, Real.log_exp, mul_div_cancel_left₀ x hb.ne']
```

Together these say that $V$ maps the whole line one-to-one onto the positive energies. The first needs $E>0$, which is why the spectrum is integrated over `Ioi 0`, the open half-line of positive energies.

**Q.** The factor $1/(bE)$ worries me. How do I know that it is the right one?

**A.** Because with it, averaging over the band is the same as averaging over positions. Take any function $f$ of the energy and substitute $E=V(x)$, so that $dE=-bV(x)\,dx$. As $E$ runs from $0$ to $\infty$, $x$ runs from $\infty$ to $-\infty$, and reversing the limits absorbs the minus sign:
$$\int_0^\infty f(E)\,I(E)\,dE=\int_{-\infty}^{\infty} f(V(x))\,\frac{\rho(x)}{bV(x)}\,bV(x)\,dx=\int_{-\infty}^{\infty} f(V(x))\,\rho(x)\,dx.$$

```lean
/-- Reflection principle: for any position density `ρ` and any function `f` of the energy,
integrating `f` against the spectrum equals integrating `f(V(x))` against `ρ`. -/
theorem reflection_principle (hA : 0 < A) (hb : 0 < b) (ρ f : ℝ → ℝ) :
    ∫ E in Ioi 0, f E * spectrum ρ A b E = ∫ x, f (repulsive A b x) * ρ x := by
  -- the potential maps the whole line onto the positive energies
  have himg : repulsive A b '' univ = Ioi 0 := by
    ext E
    constructor
    · rintro ⟨x, -, rfl⟩
      exact mul_pos hA (Real.exp_pos _)
    · intro hE
      exact ⟨turningPoint A b E, trivial, repulsive_turningPoint hA hb hE⟩
  have hd : ∀ x ∈ (univ : Set ℝ),
      HasDerivWithinAt (repulsive A b) (-b * repulsive A b x) univ x := by
    intro x _
    have h : HasDerivAt (repulsive A b) (A * (Real.exp (-b * x) * (-b * 1))) x :=
      ((hasDerivAt_id x).const_mul (-b)).exp.const_mul A
    exact (h.congr_deriv (by unfold repulsive; ring)).hasDerivWithinAt
  have hinj : InjOn (repulsive A b) univ := by
    intro x _ y _ hxy
    have hx := turningPoint_repulsive hA hb x
    rw [hxy, turningPoint_repulsive hA hb y] at hx
    exact hx.symm
  -- change of variables `E = V(x)`
  rw [← himg, integral_image_eq_integral_abs_deriv_smul MeasurableSet.univ hd hinj,
    Measure.restrict_univ]
  refine integral_congr_ae (Filter.Eventually.of_forall fun x => ?_)
  have hV : 0 < repulsive A b x := mul_pos hA (Real.exp_pos _)
  simp only [smul_eq_mul, spectrum]
  rw [turningPoint_repulsive hA hb, neg_mul, abs_neg, abs_of_pos (mul_pos hb hV)]
  field_simp
```

The proof collects what the substitution needs. `himg` says that the image of the line is the set of positive energies, `hd` gives the derivative $-bV(x)$, and `hinj` says that no energy is reached twice. Mathlib's change-of-variables theorem then supplies the factor $|-bV(x)|$, and the last lines cancel it against the denominator of the spectrum.

**Q.** There is no integrability condition on `ρ` or `f`. That looks careless.

**A.** Lean assigns the value zero to the integral of any function that is not (absolutely) integrable. Here the two integrands are either both integrable or both not, so the equation holds in every case. The moments below come out nonzero, so those integrals do converge.

**Q.** Fine. Now the Gaussian.

**A.** First its normalisation. From $\int e^{-ax^2}dx=\sqrt{\pi/a}$ with $a=1/(2s^2)$ one gets $\sqrt{2\pi s^2}=s\sqrt{2\pi}$, which is the denominator of $\rho$.

```lean
/-- The Gaussian position density is normalised. -/
theorem integral_groundDensity (hs : 0 < s) : ∫ x, groundDensity s x = 1 := by
  have h : ∀ x, groundDensity s x =
      (s * Real.sqrt (2 * π))⁻¹ * Real.exp (-(1 / (2 * s ^ 2)) * x ^ 2) := by
    intro x
    have e : -x ^ 2 / (2 * s ^ 2) = -(1 / (2 * s ^ 2)) * x ^ 2 := by ring
    unfold groundDensity
    rw [e, div_eq_mul_inv, mul_comm]
  have e : π / (1 / (2 * s ^ 2)) = s ^ 2 * (2 * π) := by
    rw [one_div, div_inv_eq_mul]; ring
  simp only [h]
  rw [integral_const_mul, integral_gaussian, e, Real.sqrt_mul (sq_nonneg s),
    Real.sqrt_sq hs.le]
  exact inv_mul_cancel₀ (by positivity)
```

Next, what an exponential weight does to it. For any real $c$, completing the square gives
$$-cx-\frac{x^2}{2s^2}=\frac{c^2s^2}{2}-\frac{(x+cs^2)^2}{2s^2},$$
and therefore
$$e^{-cx}\rho(x)=e^{c^2s^2/2}\,\rho(x+cs^2).$$
The weight moves the Gaussian and rescales it, but leaves its width alone.

```lean
/-- An exponential weight `exp(-c x)` shifts the Gaussian density by `-c s ^ 2` and
multiplies it by `exp(c ^ 2 s ^ 2 / 2)`. -/
theorem exp_mul_groundDensity (hs : 0 < s) (c x : ℝ) :
    Real.exp (-c * x) * groundDensity s x =
      Real.exp (c ^ 2 * s ^ 2 / 2) * groundDensity s (x + c * s ^ 2) := by
  -- completing the square
  have e : -c * x + -x ^ 2 / (2 * s ^ 2) =
      c ^ 2 * s ^ 2 / 2 + -(x + c * s ^ 2) ^ 2 / (2 * s ^ 2) := by
    field_simp
    ring
  unfold groundDensity
  rw [← mul_div_assoc, ← mul_div_assoc, ← Real.exp_add, ← Real.exp_add, e]
```

In the proof, `e` is the completed square, and the remaining rewriting merges the exponentials on each side.

**Q.** So the mean is this identity with $c=b$?

**A.** Yes, and $c=nb$ gives the $n$-th moment for every natural number $n$. Since $V(x)^n=A^n e^{-nbx}$,
$$\int_0^\infty E^n I(E)\,dE=A^n e^{n^2b^2s^2/2}\int_{-\infty}^{\infty}\rho(x+nbs^2)\,dx=A^n e^{n^2b^2s^2/2}.$$
The last integral is 1 because a translation does not change an integral over the line.

```lean
/-- The `n`-th energy moment of the reflected Gaussian spectrum is
`A ^ n exp(n ^ 2 b ^ 2 s ^ 2 / 2)`. -/
theorem energy_moment (hA : 0 < A) (hb : 0 < b) (hs : 0 < s) (n : ℕ) :
    ∫ E in Ioi 0, E ^ n * spectrum (groundDensity s) A b E =
      A ^ n * Real.exp ((n * b) ^ 2 * s ^ 2 / 2) := by
  refine (reflection_principle hA hb (groundDensity s) (fun E => E ^ n)).trans ?_
  have h : ∀ x, repulsive A b x ^ n * groundDensity s x =
      A ^ n * Real.exp ((n * b) ^ 2 * s ^ 2 / 2) * groundDensity s (x + n * b * s ^ 2) := by
    intro x
    have e : Real.exp (-b * x) ^ n = Real.exp (-(n * b) * x) := by
      rw [← Real.exp_nat_mul]; congr 1; ring
    have t := exp_mul_groundDensity hs (n * b) x
    unfold repulsive
    rw [mul_pow A (Real.exp (-b * x)) n, e]
    linear_combination A ^ n * t
  simp only [h]
  rw [integral_const_mul, integral_add_right_eq_self (groundDensity s),
    integral_groundDensity hs, mul_one]
```

The Lean proof follows the same order: `reflection_principle` moves the integral to positions, `h` is the shifted form of the integrand, and `integral_add_right_eq_self` removes the translation.

**Q.** Now show me the statement you started with, and read it to me literally.

**A.** For positive $A$, $b$ and $s$, three things hold. The integral of $I$ over positive energies is 1. The integral of $E\,I(E)$ is $A\,e^{b^2s^2/2}$; because the total is 1, this integral is the mean without further division. And $A$ is strictly smaller than that integral.

```lean
/-- The reflected Gaussian spectrum has total intensity one and mean energy
`A exp(b ^ 2 s ^ 2 / 2)`, which exceeds the vertical energy `A`. -/
theorem reflected_spectrum_norm_and_mean (hA : 0 < A) (hb : 0 < b) (hs : 0 < s) :
    ∫ E in Ioi 0, spectrum (groundDensity s) A b E = 1 ∧
    ∫ E in Ioi 0, E * spectrum (groundDensity s) A b E =
      A * Real.exp (b ^ 2 * s ^ 2 / 2) ∧
    A < ∫ E in Ioi 0, E * spectrum (groundDensity s) A b E := by
  have h0 := energy_moment hA hb hs 0
  have h1 := energy_moment hA hb hs 1
  simp only [pow_one, Nat.cast_one, one_mul] at h1
  refine ⟨by simpa using h0, h1, ?_⟩
  rw [h1]
  exact lt_mul_of_one_lt_right hA (Real.one_lt_exp_iff.mpr (by positivity))
```

The first two parts are the moments $n=0$ and $n=1$. The third holds because $b^2s^2/2>0$ makes the exponential larger than 1. Physically, the wall is convex: the compressed side of the Gaussian gains more energy than the stretched side loses.

**Q.** How broad is the band?

**A.** The moment $n=2$ is $A^2e^{2b^2s^2}$. Subtracting the squared mean gives the variance,
$$A^2e^{2b^2s^2}-A^2e^{b^2s^2}=A^2e^{b^2s^2}\left(e^{b^2s^2}-1\right).$$

```lean
/-- The energy variance of the reflected Gaussian spectrum is
`A ^ 2 exp(b ^ 2 s ^ 2) (exp(b ^ 2 s ^ 2) - 1)`. -/
theorem energy_variance (hA : 0 < A) (hb : 0 < b) (hs : 0 < s) :
    (∫ E in Ioi 0, E ^ 2 * spectrum (groundDensity s) A b E) -
      (∫ E in Ioi 0, E * spectrum (groundDensity s) A b E) ^ 2 =
      A ^ 2 * Real.exp (b ^ 2 * s ^ 2) * (Real.exp (b ^ 2 * s ^ 2) - 1) := by
  have e1 : Real.exp ((((2 : ℕ) : ℝ) * b) ^ 2 * s ^ 2 / 2) =
      Real.exp (b ^ 2 * s ^ 2) * Real.exp (b ^ 2 * s ^ 2) := by
    rw [← Real.exp_add]; congr 1; push_cast; ring
  have e2 : Real.exp (b ^ 2 * s ^ 2 / 2) * Real.exp (b ^ 2 * s ^ 2 / 2) =
      Real.exp (b ^ 2 * s ^ 2) := by
    rw [← Real.exp_add]; congr 1; ring
  rw [energy_moment hA hb hs 2, (reflected_spectrum_norm_and_mean hA hb hs).2.1, e1]
  linear_combination (-A ^ 2) * e2
```

Here `e1` and `e2` only recombine exponentials.

**Q.** Then I will give up the mean and use the band maximum.

**A.** That errs in the other direction. Write the spectrum as a function of the turning point and use the shift identity with $c=-b$:
$$I(V(x))=\frac{e^{bx}\rho(x)}{bA}=\frac{e^{b^2s^2/2}}{bA}\,\rho(x-bs^2).$$
A centred Gaussian is largest at the origin and nowhere else, so the maximum is at $x=bs^2$, which is the energy $A\,e^{-b^2s^2}$. For $bs=0.5$ that is about 22% below $A$.

```lean
/-- The reflected Gaussian spectrum has its unique maximum over positive energies at
`A exp(-b ^ 2 s ^ 2)`. -/
theorem spectrum_lt_peak (hA : 0 < A) (hb : 0 < b) (hs : 0 < s) {E : ℝ} (hE : 0 < E)
    (hne : E ≠ A * Real.exp (-(b ^ 2 * s ^ 2))) :
    spectrum (groundDensity s) A b E <
      spectrum (groundDensity s) A b (A * Real.exp (-(b ^ 2 * s ^ 2))) := by
  have hp : A * Real.exp (-(b ^ 2 * s ^ 2)) = repulsive A b (b * s ^ 2) := by
    unfold repulsive
    rw [show -(b ^ 2 * s ^ 2) = -b * (b * s ^ 2) by ring]
  -- as a function of position the spectrum is a shifted Gaussian
  have hform : ∀ x, spectrum (groundDensity s) A b (repulsive A b x) =
      Real.exp ((-b) ^ 2 * s ^ 2 / 2) / (b * A) * groundDensity s (x + -b * s ^ 2) := by
    intro x
    have t := exp_mul_groundDensity hs (-b) x
    have k : Real.exp (- -b * x) * Real.exp (-b * x) = 1 := by
      rw [← Real.exp_add]; simp
    unfold spectrum
    rw [turningPoint_repulsive hA hb]
    unfold repulsive
    rw [div_mul_eq_mul_div, ← t, div_eq_div_iff (by positivity) (by positivity)]
    linear_combination (-(groundDensity s x * b * A)) * k
  -- a centred Gaussian is largest at the origin only
  have hmax : ∀ y : ℝ, y ≠ 0 → groundDensity s y < groundDensity s 0 := by
    intro y hy
    have h1 : 0 < y ^ 2 / (2 * s ^ 2) := by positivity
    have h2 : -y ^ 2 / (2 * s ^ 2) = -(y ^ 2 / (2 * s ^ 2)) := by ring
    have h3 : -(0 : ℝ) ^ 2 / (2 * s ^ 2) = 0 := by simp
    unfold groundDensity
    refine div_lt_div_of_pos_right (Real.exp_lt_exp.mpr ?_) (by positivity)
    rw [h2, h3]
    linarith
  obtain ⟨x, rfl⟩ : ∃ x, repulsive A b x = E := ⟨_, repulsive_turningPoint hA hb hE⟩
  have hx : x + -b * s ^ 2 ≠ 0 := by
    intro h
    apply hne
    have hxb : x = b * s ^ 2 := by linarith
    rw [hp, hxb]
  rw [hp, hform, hform, show b * s ^ 2 + -b * s ^ 2 = 0 by ring]
  exact mul_lt_mul_of_pos_left (hmax _ hx) (by positivity)

end

end ReflectionSpectrum
```

The theorem says that every other positive energy has strictly lower intensity, so the maximum is unique. In the proof, `hform` is the displayed formula and `hmax` is the statement about the Gaussian. The given energy is then written as $V(x)$, and the assumption that it differs from the peak energy becomes $x-bs^2\neq0$.

```lean
#print axioms ReflectionSpectrum.reflected_spectrum_norm_and_mean
-- 'ReflectionSpectrum.reflected_spectrum_norm_and_mean' depends on axioms: [propext, Classical.choice, Quot.sound]
#print axioms ReflectionSpectrum.energy_variance
-- 'ReflectionSpectrum.energy_variance' depends on axioms: [propext, Classical.choice, Quot.sound]
#print axioms ReflectionSpectrum.spectrum_lt_peak
-- 'ReflectionSpectrum.spectrum_lt_peak' depends on axioms: [propext, Classical.choice, Quot.sound]
```

**Q.** The mean is too high and the peak too low. Does anything in the band sit at $A$?

**A.** The median does. This is a neighbouring result that the file does not state, but the same substitution gives it. Let $f$ be 1 for $E>A$ and 0 otherwise. Since $V(x)>A$ exactly when $x<0$,
$$\int_A^\infty I(E)\,dE=\int_{-\infty}^0\rho(x)\,dx=\frac12,$$
by the symmetry of the Gaussian.

**Q.** And where would I meet this outside a model?

**A.** When a computed vertical energy $V(0)$ is compared with a broad photodissociation band, after the energy of the initial vibrational level, zero-point energy included, has been added to the photon energy to give $E$. For one coordinate, a Gaussian ground state and an exponential wall, within the reflection approximation, the formulas say how far the mean and the maximum should lie from that energy even if the potential is exact.

**Q.** Then my objection is to the reflection approximation, and not to the way it was written down.

**A.** That is where it belongs. The definitions say what the approximation says, and how well it describes a given molecule is a separate question.
